# The Fortuin–Kasteleyn identity for Ising spins, and correlations as cluster connectivity

For Ising spins $s_i=\pm1$, a finite bond set $E$, a real coupling $K$ and $p=1-e^{-2K}$,

$$\prod_{(i,j)\in E}e^{Ks_is_j}=e^{K|E|}\sum_{\substack{A\subseteq E\\ A\ \text{aligned}}}p^{|A|}(1-p)^{|E\setminus A|}.$$

Here $A$ is the set of open bonds, and it is aligned if each of its bonds joins equal spins. On a finite set of sites, summing over spins gives each bond set the random-cluster weight $p^{|A|}(1-p)^{|E\setminus A|}\,2^{c(A)}$, where $c(A)$ is the number of clusters, the groups of sites connected through open bonds, isolated sites included. The partition function is $e^{K|E|}$ times the sum of these weights, and the correlation of two spins is the summed weight of the bond sets that connect them, divided by that of all bond sets. For $K\ge0$ no weight is negative, and this ratio is a weighted fraction. This is the Ising case of a representation that also exists for Potts models.

## Spins, bonds and clusters

The sites form a type `V`, which need not be finite yet.

In Lean 4 with Mathlib:

```lean
import Mathlib

open Finset

namespace FortuinKasteleyn

noncomputable section

variable {V : Type*}
```

A configuration is a map `σ : V → ℤˣ`. The integer units are exactly $1$ and $-1$, and `spin` turns them into real numbers, so $s_i$ is `spin (σ i)`.

```lean
/-- The real value, `1` or `-1`, of an Ising spin. -/
def spin (u : ℤˣ) : ℝ := ((u : ℤ) : ℝ)
```

For the energy $-J\sum_{(i,j)\in E}s_is_j$ at temperature $T$, the dimensionless coupling is $K=J/(k_BT)$, so positive $K$ favours equal spins. It is the same for every bond, and there is no magnetic field.

```lean
/-- The bond parameter `p = 1 - exp (-2K)` at coupling `K`; it is a probability if `K ≥ 0`. -/
def bondProb (K : ℝ) : ℝ := 1 - Real.exp (-2 * K)
```

The Boltzmann weight is the left side of the identity. Bonds are ordered pairs, so a set containing both $(i,j)$ and $(j,i)$ counts that bond twice and doubles its coupling. To model an ordinary lattice, list each bond in one direction only.

```lean
/-- The Ising Boltzmann weight: the product of `exp (K s_i s_j)` over the bonds `(i, j)` in `E`. -/
def boltzmann (K : ℝ) (E : Finset (V × V)) (σ : V → ℤˣ) : ℝ :=
  ∏ e ∈ E, Real.exp (K * (spin (σ e.1) * spin (σ e.2)))
```

Alignment constrains only the open bonds; a closed bond may join equal or opposite spins.

```lean
/-- Every bond in `A` joins two equal spins. -/
def Aligned (σ : V → ℤˣ) (A : Finset (V × V)) : Prop := ∀ e ∈ A, σ e.1 = σ e.2

instance (σ : V → ℤˣ) (A : Finset (V × V)) : Decidable (Aligned σ A) :=
  inferInstanceAs (Decidable (∀ e ∈ A, σ e.1 = σ e.2))
```

Each bond set has the weight $w(A)=p^{|A|}(1-p)^{|E\setminus A|}$.

```lean
/-- The weight of opening the bonds `A` and closing the other bonds of `E`:
a factor `p` for each open bond and `1 - p` for each closed one. -/
def bondWeight [DecidableEq V] (K : ℝ) (E A : Finset (V × V)) : ℝ :=
  bondProb K ^ A.card * (1 - bondProb K) ^ (E \ A).card
```

Clusters are the classes of sites under the equivalence relation generated by the open bonds. The quotient `Quot` supplies that closure, and an isolated site is a cluster of its own.

```lean
/-- The clusters: classes of sites connected through the open bonds `A`. -/
abbrev Cluster (A : Finset (V × V)) := Quot (fun i j : V => (i, j) ∈ A)

instance (A : Finset (V × V)) : DecidableEq (Cluster A) := Classical.decEq _

/-- The cluster that contains the site `i`. -/
def clusterOf (A : Finset (V × V)) (i : V) : Cluster A := Quot.mk _ i
```

A cluster move reverses every spin in one cluster.

```lean
/-- The cluster move: reverse all spins in the cluster `c` and keep the others. -/
def flipCluster (A : Finset (V × V)) (c : Cluster A) (σ : V → ℤˣ) : V → ℤˣ :=
  fun i => if clusterOf A i = c then -σ i else σ i
```

For $K\ge0$ we have $0<e^{-2K}\le1$, hence $0\le p<1$, and $p$ can serve as a probability. For $K<0$ the identities below still hold, but $p$ is negative.

```lean
/-- For nonnegative coupling, `p` lies in the interval `[0, 1)`. -/
theorem bondProb_mem {K : ℝ} (hK : 0 ≤ K) : 0 ≤ bondProb K ∧ bondProb K < 1 := by
  have h1 : Real.exp (-2 * K) ≤ 1 := Real.exp_le_one_iff.2 (by linarith)
  have h2 := Real.exp_pos (-2 * K)
  unfold bondProb
  constructor <;> linarith
```

## From one bond to the whole product

Let $\delta$ be $1$ for equal spins and $0$ for opposite ones. Then

$$e^{Ks_is_j}=e^K\bigl(p\,\delta+1-p\bigr).$$

Equal spins give $e^K$ on both sides. Opposite spins give $e^K(1-p)=e^Ke^{-2K}=e^{-K}$. The proof checks these two cases.

```lean
/-- The factor of a single bond splits into an open part, present only for equal spins,
and a closed part. -/
theorem exp_bond (K : ℝ) (u v : ℤˣ) :
    Real.exp (K * (spin u * spin v)) =
      Real.exp K * (bondProb K * (if u = v then 1 else 0) + (1 - bondProb K)) := by
  by_cases h : u = v
  · subst h
    have hs : spin u * spin u = 1 := by
      rcases Int.units_eq_one_or u with rfl | rfl <;> simp [spin]
    rw [if_pos rfl, hs, mul_one]
    ring
  · have hs : spin u * spin v = -1 := by
      rcases Int.units_eq_one_or u with rfl | rfl <;>
        rcases Int.units_eq_one_or v with rfl | rfl <;> simp_all [spin]
    have he : Real.exp (K * -1) = Real.exp K * Real.exp (-2 * K) := by
      rw [← Real.exp_add]
      congr 1
      ring
    rw [if_neg h, hs, he]
    unfold bondProb
    ring
```

Multiplying over $E$ extracts $e^{K|E|}$ and leaves

$$\prod_{e\in E}(p\,\delta_e+1-p)=\sum_{A\subseteq E}w(A)\prod_{e\in A}\delta_e.$$

The last product is $1$ if $A$ is aligned and $0$ otherwise, which gives the identity. `Finset.prod_add` performs the expansion; the final case split evaluates the product of the $\delta_e$.

```lean
/-- **Fortuin-Kasteleyn identity.** The Boltzmann weight of a spin configuration is
`exp (K |E|)` times the total weight of the sets of open bonds that join only equal spins. -/
theorem fortuin_kasteleyn [DecidableEq V] (K : ℝ) (E : Finset (V × V)) (σ : V → ℤˣ) :
    boltzmann K E σ =
      Real.exp (K * E.card) * ∑ A ∈ E.powerset with Aligned σ A, bondWeight K E A := by
  have hexp : Real.exp K ^ E.card = Real.exp (K * E.card) := by
    rw [mul_comm, Real.exp_nat_mul]
  unfold boltzmann
  -- expand the product: each bond is either open or closed
  rw [Finset.prod_congr rfl (fun e _ => exp_bond K (σ e.1) (σ e.2)),
    Finset.prod_mul_distrib, Finset.prod_const, hexp, Finset.prod_add, Finset.sum_filter]
  congr 1
  refine Finset.sum_congr rfl fun A _ => ?_
  rw [Finset.prod_mul_distrib, Finset.prod_const, Finset.prod_const]
  by_cases h : Aligned σ A
  · have h1 : ∏ e ∈ A, (if σ e.1 = σ e.2 then (1 : ℝ) else 0) = 1 :=
      Finset.prod_eq_one fun e he => if_pos (h e he)
    rw [if_pos h, h1, mul_one]
    rfl
  · -- one open bond between opposite spins makes the term vanish
    obtain ⟨e, he, hne⟩ : ∃ e ∈ A, σ e.1 ≠ σ e.2 := by
      by_contra hc
      exact h fun e he => by_contra fun hne => hc ⟨e, he, hne⟩
    have h0 : ∏ e ∈ A, (if σ e.1 = σ e.2 then (1 : ℝ) else 0) = 0 :=
      Finset.prod_eq_zero he (if_neg hne)
    rw [if_neg h, h0, mul_zero, zero_mul]
```

## Counting and flipping clusters

An aligned configuration is constant on each cluster, and any choice of one spin per cluster gives an aligned configuration.

```lean
/-- Configurations aligned on `A` correspond to free choices of one spin per cluster. -/
def alignedEquiv (A : Finset (V × V)) :
    {σ : V → ℤˣ // Aligned σ A} ≃ (Cluster A → ℤˣ) where
  toFun σ := Quot.lift σ.1 (fun i j h => σ.2 (i, j) h)
  invFun τ := ⟨fun i => τ (clusterOf A i), fun e he => by
    have h : clusterOf A e.1 = clusterOf A e.2 := Quot.sound he
    exact congrArg τ h⟩
  left_inv _ := rfl
  right_inv τ := by
    funext c
    induction c using Quot.ind
    rfl
```

If $(i,j)\in A$, both ends lie in the same cluster, so a cluster move reverses both or neither and preserves alignment.

```lean
/-- Flipping a whole cluster keeps all open bonds aligned. -/
theorem aligned_flipCluster (A : Finset (V × V)) (c : Cluster A) (σ : V → ℤˣ)
    (h : Aligned σ A) : Aligned (flipCluster A c σ) A := by
  intro e he
  have hc : clusterOf A e.1 = clusterOf A e.2 := Quot.sound he
  simp only [flipCluster, hc, h e he]
```

From here on `V` is finite. With $c(A)$ the number of clusters, the correspondence gives $2^{c(A)}$ aligned configurations.

```lean
variable [Fintype V] [DecidableEq V]

/-- The number of spin configurations aligned on `A` is two to the number of clusters. -/
theorem card_aligned (A : Finset (V × V)) :
    (univ.filter fun σ : V → ℤˣ => Aligned σ A).card = 2 ^ Nat.card (Cluster A) := by
  have h2 : Nat.card ℤˣ = 2 := by
    rw [Nat.card_eq_fintype_card]
    rfl
  rw [← Fintype.card_subtype, ← Nat.card_eq_fintype_card,
    Nat.card_congr (alignedEquiv A), Nat.card_fun, h2]
```

Now sum $s_as_b$ over these configurations. If $a$ and $b$ share a cluster, every term is $1$ and the sum is $2^{c(A)}$. Otherwise, flipping the cluster of $a$ reverses $s_a$ but not $s_b$, so the terms cancel in pairs. `Finset.sum_involution` requires that the flip change the sign of each term, move each configuration, preserve alignment and undo itself.

```lean
/-- Summed over the configurations aligned on `A`, the product `s_a s_b` gives two to the
number of clusters if `a` and `b` share a cluster, and zero otherwise. -/
theorem sum_aligned_spin_mul (A : Finset (V × V)) (a b : V) :
    ∑ σ : V → ℤˣ with Aligned σ A, spin (σ a) * spin (σ b) =
      if clusterOf A a = clusterOf A b then (2 : ℝ) ^ Nat.card (Cluster A) else 0 := by
  by_cases hab : clusterOf A a = clusterOf A b
  · have hone : ∀ σ ∈ univ.filter (fun σ : V → ℤˣ => Aligned σ A),
        spin (σ a) * spin (σ b) = 1 := by
      intro σ hσ
      have hA : Aligned σ A := (Finset.mem_filter.1 hσ).2
      have hs : σ a = σ b := congrArg (Quot.lift σ (fun i j h => hA (i, j) h)) hab
      rw [hs]
      rcases Int.units_eq_one_or (σ b) with h | h <;> simp [h, spin]
    rw [if_pos hab, Finset.sum_congr rfl hone, Finset.sum_const, card_aligned]
    simp
  · -- flipping the cluster of `a` pairs each term with its negative
    have hba : clusterOf A b ≠ clusterOf A a := fun h => hab h.symm
    rw [if_neg hab]
    refine Finset.sum_involution (fun σ _ => flipCluster A (clusterOf A a) σ) ?_ ?_ ?_ ?_
    · intro σ _
      simp [flipCluster, hba, spin]
    · intro σ _ _ h
      have h1 : flipCluster A (clusterOf A a) σ a = -σ a := if_pos rfl
      have h2 : -σ a = σ a := h1.symm.trans (congrFun h a)
      rcases Int.units_eq_one_or (σ a) with h3 | h3 <;> rw [h3] at h2 <;>
        exact absurd h2 (by decide)
    · intro σ hσ
      exact Finset.mem_filter.2 ⟨Finset.mem_univ _,
        aligned_flipCluster A _ σ (Finset.mem_filter.1 hσ).2⟩
    · intro σ _
      funext i
      by_cases hi : clusterOf A i = clusterOf A a <;> simp [flipCluster, hi]
```

## Partition function and correlations

For any observable $f$, inserting the identity and exchanging the two finite sums gives

$$\sum_\sigma f(\sigma)\prod_{(i,j)\in E}e^{Ks_is_j}=e^{K|E|}\sum_{A\subseteq E}w(A)\sum_{\sigma\ \text{aligned on}\ A}f(\sigma).$$

```lean
/-- A Boltzmann sum of any observable `f` can be taken bond set by bond set, with `f` summed
over the spin configurations aligned on the open bonds. -/
theorem sum_observable (K : ℝ) (E : Finset (V × V)) (f : (V → ℤˣ) → ℝ) :
    ∑ σ, f σ * boltzmann K E σ = Real.exp (K * E.card) *
      ∑ A ∈ E.powerset, bondWeight K E A * ∑ σ : V → ℤˣ with Aligned σ A, f σ := by
  simp_rw [fortuin_kasteleyn, Finset.sum_filter, Finset.mul_sum]
  rw [Finset.sum_comm]
  refine Finset.sum_congr rfl fun A _ => Finset.sum_congr rfl fun σ _ => ?_
  split_ifs <;> ring
```

Setting $f=1$ gives the partition function

$$Z=e^{K|E|}\sum_{A\subseteq E}w(A)\,2^{c(A)}.$$

```lean
/-- The Ising partition function is a sum over sets of open bonds, with a factor two for
each cluster. -/
theorem partition_function (K : ℝ) (E : Finset (V × V)) :
    ∑ σ, boltzmann K E σ = Real.exp (K * E.card) *
      ∑ A ∈ E.powerset, bondWeight K E A * 2 ^ Nat.card (Cluster A) := by
  have h := sum_observable K E (fun _ => 1)
  simp only [one_mul, Finset.sum_const, card_aligned, nsmul_eq_mul, mul_one,
    Nat.cast_pow, Nat.cast_ofNat] at h
  exact h
```

Setting $f=s_as_b$ keeps only the bond sets that connect $a$ and $b$. Dividing by $Z$ cancels $e^{K|E|}$:

$$\langle s_as_b\rangle=\frac{\sum_{A:\,a\leftrightarrow b}w(A)2^{c(A)}}{\sum_{A\subseteq E}w(A)2^{c(A)}}.$$

```lean
/-- The thermal average of `s_a s_b` is the summed random-cluster weight of the subsets of `E` that
connect `a` and `b`, divided by the summed weight of all subsets of `E`. -/
theorem correlation_eq_connectivity (K : ℝ) (E : Finset (V × V)) (a b : V) :
    (∑ σ, spin (σ a) * spin (σ b) * boltzmann K E σ) / ∑ σ, boltzmann K E σ =
      (∑ A ∈ E.powerset with clusterOf A a = clusterOf A b,
        bondWeight K E A * 2 ^ Nat.card (Cluster A)) /
      ∑ A ∈ E.powerset, bondWeight K E A * 2 ^ Nat.card (Cluster A) := by
  have h := sum_observable K E (fun σ => spin (σ a) * spin (σ b))
  simp only [sum_aligned_spin_mul] at h
  rw [h, partition_function, mul_div_mul_left _ _ (Real.exp_ne_zero _), Finset.sum_filter]
  congr 1
  refine Finset.sum_congr rfl fun A _ => ?_
  rw [mul_ite, mul_zero]

end

end FortuinKasteleyn
```

```lean
#print axioms FortuinKasteleyn.bondProb_mem
#print axioms FortuinKasteleyn.fortuin_kasteleyn
#print axioms FortuinKasteleyn.correlation_eq_connectivity
```

```
'FortuinKasteleyn.bondProb_mem' depends on axioms: [propext, Classical.choice, Quot.sound]
'FortuinKasteleyn.fortuin_kasteleyn' depends on axioms: [propext, Classical.choice, Quot.sound]
'FortuinKasteleyn.correlation_eq_connectivity' depends on axioms: [propext, Classical.choice, Quot.sound]
```

For two sites joined by one bond, the open bond leaves one cluster and the closed bond leaves two. The formula gives

$$\langle s_as_b\rangle=\frac{2p}{2p+4(1-p)}=\frac{p}{2-p}=\tanh K,$$

in agreement with the direct sum over four configurations.

In simulations of a finite, zero-field Ising model with $K\ge0$, these weights underlie Swendsen–Wang cluster updates, and the correlation can be estimated by recording whether two sites are connected. The correctness and convergence of such a Markov chain need a separate argument.
